# For independent electrons, summed second-order donor–acceptor energies never underestimate the stabilisation when occupied levels lie below the empty ones and couple only to them

When the occupied orbitals of molecular fragments interact with empty ones, the total energy of independent electrons falls: the $k$ lowest levels of the coupled system have a smaller sum than the $k$ occupied fragment levels. To compare this stabilisation with second-order perturbation theory, "the sum of the $k$ lowest levels" must be defined so that a degenerate level counts as often as it occurs. Here it is the least sum of eigenvalues over all choices of $k$ different eigenvalue indices, rather than of different eigenvalues.

Let the fragment orbitals be orthonormal, with occupied levels $e_i$, empty levels $u_a$, and real couplings $V_{ia}$ between occupied orbital $i$ and empty orbital $a$. The electrons are independent, with one electron per orbital. If $e_i<u_a$ for every pair, and there are no other couplings, then

$$\sum_i e_i-E_k\;\le\;\sum_{i,a}\frac{V_{ia}^2}{u_a-e_i},$$

where $E_k$ is the sum of the $k$ lowest eigenvalues. For doubly occupied orbitals both sides are multiplied by two.

## Levels and couplings

The occupied orbitals are labelled by a finite type `o` and the empty (virtual) ones by a finite type `v`, so $k$ is the number of elements of `o`. The small letter `v` is a set of labels, while the capital `V` is the coupling matrix.

```lean
import Mathlib

open Matrix
open Sum (inl inr)

namespace DonorAcceptorBound

noncomputable section

variable {o v : Type*} [Fintype o] [Fintype v] [DecidableEq o] [DecidableEq v]
```

In the orthonormal basis of all fragment orbitals the Hamiltonian is

$$H=\begin{pmatrix}\operatorname{diag}(e)&V\\V^{T}&\operatorname{diag}(u)\end{pmatrix}.$$

The diagonal blocks stand for a physical condition: the orbitals within each set have already been chosen so that they do not couple among themselves. In Lean a basis label belongs to `o ⊕ v`; `inl i` is an occupied orbital and `inr a` an empty one.

```lean
/-- The Hamiltonian of occupied levels `e` and empty levels `u` in an orthonormal basis, with
real couplings `V` only between occupied and empty orbitals. -/
def fragmentH (e : o → ℝ) (u : v → ℝ) (V : Matrix o v ℝ) : Matrix (o ⊕ v) (o ⊕ v) ℝ :=
  fromBlocks (diagonal e) V Vᵀ (diagonal u)
```

The matrix is real and symmetric. Mathlib provides real eigenvalues and an orthonormal eigenbasis for a Hermitian matrix, so this property is recorded first.

```lean
omit [Fintype o] [Fintype v] in
/-- The fragment Hamiltonian is Hermitian. -/
theorem fragmentH_isHermitian (e : o → ℝ) (u : v → ℝ) (V : Matrix o v ℝ) :
    (fragmentH e u V).IsHermitian := by
  ext x y
  rcases x with x | x <;> rcases y with y | y <;>
    simp [fragmentH, diagonal_apply, eq_comm]
  all_goals (by_cases h : x = y <;> simp [h])
```

A choice of $k$ different eigenvalue indices is an injective map $f$ from `o` to `o ⊕ v`, written `o ↪ o ⊕ v`. With eigenvalues $\lambda_x$,

$$E_k=\min_f\sum_i\lambda_{f(i)}.$$

Injectivity is easily forgotten here, and it carries the Pauli principle. Take $e=(0,1)$, $u=2$ and $V=0$. If $f$ could be any map, both electrons would enter the level at 0, and a stabilisation of 1 would appear without any coupling.

```lean
/-- The sum of the `k` lowest eigenvalues, `k` being the number of occupied orbitals: the least
sum over all choices of `k` different eigenvalue indices. -/
def lowestLevelSum (e : o → ℝ) (u : v → ℝ) (V : Matrix o v ℝ) : ℝ :=
  ⨅ f : o ↪ o ⊕ v, ∑ i, (fragmentH_isHermitian e u V).eigenvalues (f i)
```

## Determinants as density matrices

A determinant of $k$ electrons is described by its density matrix $P$, with $P^T=P$, $P^2=P$ and $\operatorname{tr}P=k$. Since each orbital holds one electron, $P$ is half the usual closed-shell density matrix.

```lean
/-- The density matrix of a determinant with as many electrons as there are occupied fragment
orbitals: symmetric, idempotent, with that number as its trace. -/
structure IsDeterminantDensity (P : Matrix (o ⊕ v) (o ⊕ v) ℝ) : Prop where
  symm : Pᵀ = P
  idem : P * P = P
  trace_eq : P.trace = Fintype.card o
```

For example, one electron in the normalised orbital $(3/5,\,4/5)$, spread over one occupied and one empty fragment orbital, has

$$P=\frac1{25}\begin{pmatrix}9&12\\12&16\end{pmatrix}.$$

The three conditions are checked entry by entry.

```lean
/-- One electron in the orbital `(3/5, 4/5)`, spread over one occupied and one empty fragment
orbital, has a determinant density matrix. -/
theorem isDeterminantDensity_witness :
    IsDeterminantDensity (o := Unit) (v := Unit)
      (fromBlocks (of fun _ _ => 9 / 25) (of fun _ _ => 12 / 25)
        (of fun _ _ => 12 / 25) (of fun _ _ => 16 / 25)) := by
  constructor
  · ext x y
    rcases x with x | x <;> rcases y with y | y <;> simp
  · ext x y
    rcases x with x | x <;> rcases y with y | y <;>
      norm_num [Matrix.mul_apply, Fintype.sum_sum_type]
  · norm_num [Matrix.trace, Matrix.diag_apply, Fintype.sum_sum_type]
```

Let the columns of $C$ be $k$ orthonormal eigenvectors of $H$ with eigenvalues $\varepsilon_i$, so that $C^TC=1$ and $HC=C\operatorname{diag}(\varepsilon)$. Put $P=CC^T$. Then $P$ is symmetric, and

$$P^2=C(C^TC)C^T=P,\qquad \operatorname{tr}P=\operatorname{tr}(C^TC)=k,$$

$$\operatorname{tr}(PH)=\operatorname{tr}(C^THC)=\operatorname{tr}\bigl(C^TC\operatorname{diag}(\varepsilon)\bigr)=\sum_i\varepsilon_i.$$

The proof uses the same cyclic permutations under the trace.

```lean
omit [DecidableEq v] in
/-- Orthonormal eigenvectors `C` of `H` with eigenvalues `ε` define a determinant whose energy is
the sum of these eigenvalues. -/
theorem density_of_orbitals {H : Matrix (o ⊕ v) (o ⊕ v) ℝ} {C : Matrix (o ⊕ v) o ℝ} {ε : o → ℝ}
    (hC : Cᵀ * C = 1) (hE : H * C = C * diagonal ε) :
    IsDeterminantDensity (C * Cᵀ) ∧ (C * Cᵀ * H).trace = ∑ i, ε i := by
  refine ⟨⟨by rw [transpose_mul, transpose_transpose], ?_, ?_⟩, ?_⟩
  · calc C * Cᵀ * (C * Cᵀ) = C * (Cᵀ * C) * Cᵀ := by simp only [Matrix.mul_assoc]
      _ = C * Cᵀ := by rw [hC, Matrix.mul_one]
  · rw [trace_mul_comm, hC, trace_one]
  · rw [Matrix.mul_assoc, trace_mul_comm, Matrix.mul_assoc, hE, ← Matrix.mul_assoc, hC,
      Matrix.one_mul, trace_diagonal]
```

There are finitely many choices $f$, and at least one, so some $f$ attains the minimum $E_k$. Take the eigenvectors with the indices $f(i)$ as the columns of $C$. They are orthonormal because $f$ is injective (`hC`), and they satisfy the eigenvalue equation (`hE`). The previous step then gives a determinant with energy $E_k$. A lower bound on the energy of every determinant will therefore be a lower bound on $E_k$.

```lean
/-- Some determinant has the sum of the `k` lowest eigenvalues as its energy. -/
theorem exists_density_lowest (e : o → ℝ) (u : v → ℝ) (V : Matrix o v ℝ) :
    ∃ P : Matrix (o ⊕ v) (o ⊕ v) ℝ, IsDeterminantDensity P ∧
      (P * fragmentH e u V).trace = lowestLevelSum e u V := by
  have : Nonempty (o ↪ o ⊕ v) := ⟨Function.Embedding.inl⟩
  have hH := fragmentH_isHermitian e u V
  obtain ⟨f, hf⟩ := exists_eq_ciInf_of_finite
    (f := fun f : o ↪ o ⊕ v => ∑ i, (fragmentH_isHermitian e u V).eigenvalues (f i))
  let C : Matrix (o ⊕ v) o ℝ := of fun x i => (hH.eigenvectorBasis (f i)).ofLp x
  have hC : Cᵀ * C = 1 := by
    ext i j
    have h : inner ℝ (hH.eigenvectorBasis (f i)) (hH.eigenvectorBasis (f j))
        = (1 : Matrix o o ℝ) i j := by
      rw [orthonormal_iff_ite.mp hH.eigenvectorBasis.orthonormal (f i) (f j)]
      by_cases hij : i = j <;> simp [hij, Matrix.one_apply]
    rw [← h, PiLp.inner_apply, Matrix.mul_apply]
    exact Finset.sum_congr rfl fun x _ => by simp [C, mul_comm]
  have hE : fragmentH e u V * C = C * diagonal (fun i => hH.eigenvalues (f i)) := by
    ext x i
    have h := congr_fun (hH.mulVec_eigenvectorBasis (f i)) x
    rw [mul_diagonal]
    exact h.trans (mul_comm _ _)
  obtain ⟨h1, h2⟩ := density_of_orbitals hC hE
  exact ⟨_, h1, h2.trans hf⟩
```

## Populations from idempotency

The diagonal element $P_{xx}$ is the population of fragment orbital $x$. Since $P=P^2$ and $P$ is symmetric,

$$P_{xx}=\sum_yP_{xy}P_{yx}=\sum_iP_{ix}^2+\sum_aP_{ax}^2 .$$

Charge in an orbital is thus tied to its off-diagonal density-matrix elements, here called bond orders.

```lean
omit [DecidableEq o] [DecidableEq v] in
/-- The population of a fragment orbital in a determinant is the sum of the squares of its
density-matrix elements with all fragment orbitals. -/
theorem population {P : Matrix (o ⊕ v) (o ⊕ v) ℝ} (hP : IsDeterminantDensity P) (x : o ⊕ v) :
    P x x = ∑ i, P (inl i) x ^ 2 + ∑ a, P (inr a) x ^ 2 := by
  have hs : ∀ x y, P x y = P y x := fun x y => congr_fun (congr_fun hP.symm y) x
  have h := congr_fun (congr_fun hP.idem x) x
  rw [Matrix.mul_apply, Fintype.sum_sum_type] at h
  rw [← h]
  congr 1
  · exact Finset.sum_congr rfl fun i _ => by rw [hs x (inl i)]; ring
  · exact Finset.sum_congr rfl fun a _ => by rw [hs x (inr a)]; ring
```

## A lower bound for every determinant

Choose a reference energy $\mu$ in the gap, $e_i<\mu<u_a$ for all $i$ and $a$. The energy of a determinant (`hEn`) is

$$\operatorname{tr}(PH)=\sum_iP_{ii}e_i+\sum_aP_{aa}u_a+2\sum_{i,a}P_{ia}V_{ia}.$$

The electron number is fixed, $\sum_iP_{ii}+\sum_aP_{aa}=k$ (`hT`), so $\mu$ can be inserted without changing the energy:

$$\operatorname{tr}(PH)-\sum_ie_i=\sum_a(u_a-\mu)P_{aa}+\sum_i(\mu-e_i)(1-P_{ii})+2\sum_{i,a}P_{ia}V_{ia}.$$

The first sum is the cost of charge in the empty orbitals, and the second the cost of holes in the occupied ones. Both costs are bounded below through the squares of bond orders. For an empty orbital, dropping the squares with other empty orbitals from the population formula gives (`hA`)

$$P_{aa}\ge\sum_iP_{ia}^2 .$$

For an occupied orbital, keep $P_{ii}^2$ and drop the squares with the other occupied orbitals (`hO`):

$$\sum_aP_{ia}^2\le P_{ii}-P_{ii}^2=(1-P_{ii})-(1-P_{ii})^2\le1-P_{ii}.$$

The weights $u_a-\mu$ and $\mu-e_i$ are positive, so both inequalities may be multiplied by them and summed (`s1`, `s2`). The two weights of $P_{ia}^2$ add up to $u_a-e_i$, and $\mu$ disappears:

$$\operatorname{tr}(PH)-\sum_ie_i\ge\sum_{i,a}\bigl[(u_a-e_i)P_{ia}^2+2P_{ia}V_{ia}\bigr].$$

Completing the square for each pair (`s3`) gives

$$(u_a-e_i)P_{ia}^2+2P_{ia}V_{ia}=(u_a-e_i)\Bigl(P_{ia}+\frac{V_{ia}}{u_a-e_i}\Bigr)^2-\frac{V_{ia}^2}{u_a-e_i}\ge-\frac{V_{ia}^2}{u_a-e_i}.$$

Hence every determinant satisfies

$$\operatorname{tr}(PH)\ge\sum_ie_i-\sum_{i,a}\frac{V_{ia}^2}{u_a-e_i}.$$

In the code, `r1` and `r2` expand the weighted sums, and the last `linarith` adds up all the relations.

```lean
/-- With all occupied levels below all empty ones, no determinant lies below the second-order
energy. -/
theorem second_order_le_energy {e : o → ℝ} {u : v → ℝ} (V : Matrix o v ℝ)
    (h : ∀ i a, e i < u a) {P : Matrix (o ⊕ v) (o ⊕ v) ℝ} (hP : IsDeterminantDensity P) :
    ∑ i, e i - ∑ i, ∑ a, V i a ^ 2 / (u a - e i) ≤ (P * fragmentH e u V).trace := by
  have hs : ∀ x y, P x y = P y x := fun x y => congr_fun (congr_fun hP.symm y) x
  -- a reference energy inside the gap
  obtain ⟨μ, hl, hu⟩ := Order.exists_between_finsets (Finset.univ.image e) (Finset.univ.image u)
    (by
      intro x hx y hy
      obtain ⟨i, _, rfl⟩ := Finset.mem_image.mp hx
      obtain ⟨a, _, rfl⟩ := Finset.mem_image.mp hy
      exact h i a)
  have he : ∀ i, 0 ≤ μ - e i := fun i =>
    (sub_pos.mpr (hl _ (Finset.mem_image_of_mem e (Finset.mem_univ i)))).le
  have hv : ∀ a, 0 ≤ u a - μ := fun a =>
    (sub_pos.mpr (hu _ (Finset.mem_image_of_mem u (Finset.mem_univ a)))).le
  -- the energy in terms of populations and bond orders
  have hEn : (P * fragmentH e u V).trace = ∑ i, P (inl i) (inl i) * e i
      + ∑ a, P (inr a) (inr a) * u a + 2 * ∑ i, ∑ a, P (inl i) (inr a) * V i a := by
    have h1 : ∑ a, ∑ i, P (inr a) (inl i) * V i a = ∑ i, ∑ a, P (inl i) (inr a) * V i a := by
      rw [Finset.sum_comm]
      exact Finset.sum_congr rfl fun i _ => Finset.sum_congr rfl fun a _ => by
        rw [hs (inr a) (inl i)]
    simp only [Matrix.trace, Matrix.diag_apply, Matrix.mul_apply, Fintype.sum_sum_type, fragmentH,
      fromBlocks_apply₁₁, fromBlocks_apply₁₂, fromBlocks_apply₂₁, fromBlocks_apply₂₂,
      diagonal_apply, transpose_apply, mul_ite, mul_zero, Finset.sum_ite_eq',
      Finset.mem_univ, if_true, Finset.sum_add_distrib]
    linarith
  -- charge in empty orbitals and holes in occupied ones bound the bond orders
  have hA : ∀ a, ∑ i, P (inl i) (inr a) ^ 2 ≤ P (inr a) (inr a) := fun a => by
    have h0 : 0 ≤ ∑ b, P (inr b) (inr a) ^ 2 := Finset.sum_nonneg fun b _ => sq_nonneg _
    linarith [population hP (inr a)]
  have hO : ∀ i, ∑ a, P (inl i) (inr a) ^ 2 ≤ 1 - P (inl i) (inl i) := fun i => by
    have h0 : P (inl i) (inl i) ^ 2 ≤ ∑ j, P (inl j) (inl i) ^ 2 :=
      Finset.single_le_sum (f := fun j => P (inl j) (inl i) ^ 2)
        (fun j _ => sq_nonneg _) (Finset.mem_univ i)
    have h1 : ∑ a, P (inr a) (inl i) ^ 2 = ∑ a, P (inl i) (inr a) ^ 2 :=
      Finset.sum_congr rfl fun a _ => by rw [hs (inr a) (inl i)]
    nlinarith [population hP (inl i), sq_nonneg (1 - P (inl i) (inl i))]
  have s1 : ∑ i, ∑ a, (u a - μ) * P (inl i) (inr a) ^ 2
      ≤ ∑ a, (u a - μ) * P (inr a) (inr a) := by
    rw [Finset.sum_comm]
    exact Finset.sum_le_sum fun a _ => by
      rw [← Finset.mul_sum]; exact mul_le_mul_of_nonneg_left (hA a) (hv a)
  have s2 : ∑ i, ∑ a, (μ - e i) * P (inl i) (inr a) ^ 2
      ≤ ∑ i, (μ - e i) * (1 - P (inl i) (inl i)) :=
    Finset.sum_le_sum fun i _ => by
      rw [← Finset.mul_sum]; exact mul_le_mul_of_nonneg_left (hO i) (he i)
  -- completing the square for each donor-acceptor pair
  have s3 : 0 ≤ ∑ i, ∑ a, ((u a - μ) * P (inl i) (inr a) ^ 2 + (μ - e i) * P (inl i) (inr a) ^ 2
      + P (inl i) (inr a) * V i a + P (inl i) (inr a) * V i a + V i a ^ 2 / (u a - e i)) := by
    refine Finset.sum_nonneg fun i _ => Finset.sum_nonneg fun a _ => ?_
    have hd : 0 < u a - e i := sub_pos.mpr (h i a)
    have hne := hd.ne'
    calc 0 ≤ (u a - e i) * (P (inl i) (inr a) + V i a / (u a - e i)) ^ 2 :=
          mul_nonneg hd.le (sq_nonneg _)
      _ = _ := by field_simp; ring
  simp only [Finset.sum_add_distrib] at s3
  have r1 : ∑ a, (u a - μ) * P (inr a) (inr a)
      = ∑ a, P (inr a) (inr a) * u a - μ * ∑ a, P (inr a) (inr a) := by
    rw [Finset.mul_sum, ← Finset.sum_sub_distrib]
    exact Finset.sum_congr rfl fun a _ => by ring
  have r2 : ∑ i, (μ - e i) * (1 - P (inl i) (inl i)) = μ * ∑ _i : o, (1 : ℝ) - ∑ i, e i
      - μ * ∑ i, P (inl i) (inl i) + ∑ i, P (inl i) (inl i) * e i := by
    rw [Finset.mul_sum, Finset.mul_sum]
    simp only [← Finset.sum_sub_distrib, ← Finset.sum_add_distrib]
    exact Finset.sum_congr rfl fun i _ => by ring
  -- conservation of the electron number removes the reference energy
  have hT : μ * ∑ i, P (inl i) (inl i) + μ * ∑ a, P (inr a) (inr a) = μ * ∑ _i : o, (1 : ℝ) := by
    have ht := hP.trace_eq
    simp only [Matrix.trace, Matrix.diag_apply, Fintype.sum_sum_type] at ht
    rw [← mul_add, ht]
    simp
  linarith
```

## The bound on the stabilisation

Apply this inequality to the determinant whose energy is $E_k$ and rearrange:

$$\sum_ie_i-E_k\le\sum_{i,a}\frac{V_{ia}^2}{u_a-e_i}.$$

In the Lean statement, `h` is the condition $e_i<u_a$ for all pairs, and the left-hand side is the exact stabilisation. The couplings may have any size and either sign.

```lean
/-- With all occupied levels below all empty ones, the exact stabilisation is at most the sum of
the second-order donor-acceptor energies. -/
theorem stabilisation_le_second_order {e : o → ℝ} {u : v → ℝ} (V : Matrix o v ℝ)
    (h : ∀ i a, e i < u a) :
    ∑ i, e i - lowestLevelSum e u V ≤ ∑ i, ∑ a, V i a ^ 2 / (u a - e i) := by
  obtain ⟨P, hP, hE⟩ := exists_density_lowest e u V
  linarith [second_order_le_energy V h hP]
```

The order of the levels cannot be left free. With one occupied level at $0$, one empty level at $-1$ and no coupling, the lowest eigenvalue is $-1$. The stabilisation is then $1$, while the second-order sum is $0$.

If only a lower bound $\Delta>0$ on all the gaps is known, $u_a-e_i\ge\Delta$, each denominator can be replaced by $\Delta$:

$$\sum_ie_i-E_k\le\sum_{i,a}\frac{V_{ia}^2}{u_a-e_i}\le\frac1\Delta\sum_{i,a}V_{ia}^2 .$$

The proof chains the previous theorem with this comparison, term by term.

```lean
/-- If every empty level lies at least `Δ > 0` above every occupied one, the exact stabilisation
is at most the sum of the squared couplings divided by `Δ`. -/
theorem stabilisation_le_gap {e : o → ℝ} {u : v → ℝ} (V : Matrix o v ℝ) {Δ : ℝ} (hΔ : 0 < Δ)
    (hg : ∀ i a, Δ ≤ u a - e i) :
    ∑ i, e i - lowestLevelSum e u V ≤ ∑ i, ∑ a, V i a ^ 2 / Δ :=
  (stabilisation_le_second_order V fun i a => by linarith [hg i a]).trans
    (Finset.sum_le_sum fun i _ => Finset.sum_le_sum fun a _ =>
      div_le_div_of_nonneg_left (sq_nonneg _) hΔ (hg i a))

end

end DonorAcceptorBound
```

```lean
#print axioms DonorAcceptorBound.stabilisation_le_second_order
#print axioms DonorAcceptorBound.stabilisation_le_gap
```

```
'DonorAcceptorBound.stabilisation_le_second_order' depends on axioms: [propext, Classical.choice, Quot.sound]
'DonorAcceptorBound.stabilisation_le_gap' depends on axioms: [propext, Classical.choice, Quot.sound]
```

## Use in orbital interaction analysis

Take a one-electron model with a finite orthonormal basis, every occupied level below every empty one, and couplings only between the two sets. The result then gives a definite sign to the error of summed second-order donor–acceptor energies: they can exaggerate the total stabilisation but not understate it. It concerns the total, and does not divide the exact stabilisation among the pairs.

In an extended Hückel calculation the orbitals of different fragments overlap, whereas the basis here is orthonormal. To apply the bound, one can first orthogonalise the orbitals and then diagonalise the occupied and empty blocks separately. The bound applies to the levels and couplings obtained in this way, provided that the new occupied levels still lie below the new empty ones; these levels generally differ from those of the isolated fragments, and the stabilisation is measured from the new occupied levels.
